# The Dirac charge conjugation matrix is unique up to a factor and antisymmetric in every equivalent representation

Let γ^μ, with μ = 0, 1, 2, 3, be the 4×4 gamma matrices of the Dirac representation, and let an invertible complex matrix U carry them to γ'^μ = U γ^μ U⁻¹. A charge conjugation matrix for the γ'^μ is an invertible C with C (γ'^μ)ᵀ C⁻¹ = −γ'^μ for all four μ, where ᵀ is the transpose without complex conjugation.

```lean
import Mathlib

open Matrix Complex

namespace ChargeConjugationMatrix

/-- Complex 4 by 4 matrices, acting on Dirac spinors. -/
abbrev Mat4 := Matrix (Fin 4) (Fin 4) ℂ

/-- The four gamma matrices in the Dirac representation. -/
def diracGamma : Fin 4 → Mat4
  | 0 => !![1, 0, 0, 0; 0, 1, 0, 0; 0, 0, -1, 0; 0, 0, 0, -1]
  | 1 => !![0, 0, 0, 1; 0, 0, 1, 0; 0, -1, 0, 0; -1, 0, 0, 0]
  | 2 => !![0, 0, 0, -I; 0, 0, I, 0; 0, I, 0, 0; -I, 0, 0, 0]
  | 3 => !![0, 0, 1, 0; 0, 0, 0, -1; -1, 0, 0, 0; 0, 1, 0, 0]

/-- The matrix `i γ² γ⁰` of the Dirac representation. -/
noncomputable def diracC : Mat4 := I • (diracGamma 2 * diracGamma 0)

/-- The gamma matrices `U γ^μ U⁻¹` of the equivalent representation reached by an
invertible matrix `U`. -/
def gammaIn (U : Mat4ˣ) (μ : Fin 4) : Mat4 :=
  (U : Mat4) * diracGamma μ * ((U⁻¹ : Mat4ˣ) : Mat4)

/-- An invertible `C` is a charge conjugation matrix for the matrices `g^μ` if
`C (g^μ)ᵀ C⁻¹ = -g^μ` for all `μ`. -/
def IsChargeConj (g : Fin 4 → Mat4) (C : Mat4ˣ) : Prop :=
  ∀ μ, (C : Mat4) * (g μ)ᵀ * ((C⁻¹ : Mat4ˣ) : Mat4) = -g μ

/-- The entries of `i γ² γ⁰` in the Dirac representation. -/
theorem diracC_eq :
    diracC = !![0, 0, 0, -1; 0, 0, 1, 0; 0, -1, 0, 0; 1, 0, 0, 0] := by
  ext i j
  fin_cases i <;> fin_cases j <;>
    simp [diracC, diracGamma]

/-- For invertible `C`, the charge conjugation condition is the linear relation
`C (g^μ)ᵀ = -g^μ C` for all `μ`. -/
theorem isChargeConj_iff_linear (g : Fin 4 → Mat4) (C : Mat4ˣ) :
    IsChargeConj g C ↔ ∀ μ, (C : Mat4) * (g μ)ᵀ = -(g μ * (C : Mat4)) := by
  refine forall_congr' fun μ => ?_
  rw [Units.mul_inv_eq_iff_eq_mul, neg_mul]

/-- In the Dirac representation the matrices `D`, invertible or not, with
`D (γ^μ)ᵀ = -γ^μ D` for all `μ` are exactly the complex multiples of `i γ² γ⁰`. -/
theorem dirac_solutions (D : Mat4) :
    (∀ μ, D * (diracGamma μ)ᵀ = -(diracGamma μ * D)) ↔ ∃ c : ℂ, D = c • diracC := by
  constructor
  · intro h
    have e : ∀ μ i j, ∑ k, D i k * diracGamma μ j k + ∑ k, diracGamma μ i k * D k j = 0 := by
      intro μ i j
      have := congrFun (congrFun (h μ) i) j
      simp only [Matrix.mul_apply, Matrix.neg_apply, Matrix.transpose_apply] at this
      rw [this, neg_add_cancel]
    simp only [Fin.sum_univ_four] at e
    -- γ⁰ removes the two diagonal blocks
    have z00 : D 0 0 = 0 := by simpa [diracGamma] using e 0 0 0
    have z01 : D 0 1 = 0 := by simpa [diracGamma] using e 0 0 1
    have z10 : D 1 0 = 0 := by simpa [diracGamma] using e 0 1 0
    have z11 : D 1 1 = 0 := by simpa [diracGamma] using e 0 1 1
    have z22 : D 2 2 = 0 := by simpa [diracGamma] using e 0 2 2
    have z23 : D 2 3 = 0 := by simpa [diracGamma] using e 0 2 3
    have z32 : D 3 2 = 0 := by simpa [diracGamma] using e 0 3 2
    have z33 : D 3 3 = 0 := by simpa [diracGamma] using e 0 3 3
    -- γ¹ and γ² together remove four more entries
    have a : D 0 2 + D 3 1 = 0 := by simpa [diracGamma] using e 1 0 1
    have b : D 1 3 + D 2 0 = 0 := by simpa [diracGamma] using e 1 1 0
    have q : D 0 2 * I + -I * D 3 1 = 0 := by simpa [diracGamma] using e 2 0 1
    have r : D 1 3 * -I + I * D 2 0 = 0 := by simpa [diracGamma] using e 2 1 0
    have z02 : D 0 2 = 0 := by
      linear_combination a / 2 - I / 2 * q + (D 0 2 - D 3 1) / 2 * I_sq
    have z13 : D 1 3 = 0 := by
      linear_combination b / 2 + I / 2 * r + (D 1 3 - D 2 0) / 2 * I_sq
    have z31 : D 3 1 = 0 := by linear_combination a - z02
    have z20 : D 2 0 = 0 := by linear_combination b - z13
    -- γ¹ and γ³ tie the remaining entries to a single number
    have s : D 0 3 + D 3 0 = 0 := by simpa [diracGamma] using e 1 0 0
    have t : D 1 2 + D 2 1 = 0 := by simpa [diracGamma] using e 1 1 1
    have u : D 1 2 * 1 + -1 * D 3 0 = 0 := by simpa [diracGamma] using e 3 1 0
    have y03 : D 0 3 = -D 3 0 := by linear_combination s
    have y12 : D 1 2 = D 3 0 := by linear_combination u
    have y21 : D 2 1 = -D 3 0 := by linear_combination t - u
    refine ⟨D 3 0, ?_⟩
    rw [diracC_eq]
    ext i j
    fin_cases i <;> fin_cases j <;>
      simp [z00, z01, z10, z11, z22, z23, z32, z33, z02, z13, z31, z20, y03, y12, y21]
  · rintro ⟨c, rfl⟩ μ
    have key : diracC * (diracGamma μ)ᵀ = -(diracGamma μ * diracC) := by
      rw [diracC_eq]
      ext i j
      fin_cases μ <;> fin_cases i <;> fin_cases j <;>
        simp [diracGamma, Matrix.mul_apply, Fin.sum_univ_four]
    rw [Matrix.smul_mul, Matrix.mul_smul, key, smul_neg]

/-- Covariance under a change of representation: if `D gᵀ = -g D`, then `U D Uᵀ` obeys
the same relation with `U g U⁻¹`. -/
theorem congruence_covariance (U : Mat4ˣ) (g D : Mat4) (h : D * gᵀ = -(g * D)) :
    (U : Mat4) * D * (U : Mat4)ᵀ * ((U : Mat4) * g * ((U⁻¹ : Mat4ˣ) : Mat4))ᵀ =
      -((U : Mat4) * g * ((U⁻¹ : Mat4ˣ) : Mat4) * ((U : Mat4) * D * (U : Mat4)ᵀ)) := by
  have hV : ((U⁻¹ : Mat4ˣ) : Mat4) * (U : Mat4) = 1 := U.inv_mul
  have hT : (U : Mat4)ᵀ * ((U⁻¹ : Mat4ˣ) : Mat4)ᵀ = 1 := by
    rw [← Matrix.transpose_mul, hV, Matrix.transpose_one]
  generalize ((U⁻¹ : Mat4ˣ) : Mat4) = V at *
  generalize (U : Mat4) = W at *
  calc W * D * Wᵀ * (W * g * V)ᵀ = W * D * (Wᵀ * Vᵀ) * gᵀ * Wᵀ := by
        simp only [Matrix.transpose_mul, mul_assoc]
    _ = W * (D * gᵀ) * Wᵀ := by rw [hT, mul_one]; simp only [mul_assoc]
    _ = -(W * g * 1 * D * Wᵀ) := by
        rw [h]; simp only [mul_one, mul_neg, neg_mul, mul_assoc]
    _ = -(W * g * V * (W * D * Wᵀ)) := by rw [← hV]; simp only [mul_assoc]

/-- In the representation `U γ^μ U⁻¹`, an invertible `C` is a charge conjugation matrix
if and only if it is a nonzero multiple of `U (i γ² γ⁰) Uᵀ`. -/
theorem isChargeConj_iff (U C : Mat4ˣ) :
    IsChargeConj (gammaIn U) C ↔
      ∃ c : ℂ, c ≠ 0 ∧ (C : Mat4) = c • ((U : Mat4) * diracC * (U : Mat4)ᵀ) := by
  rw [isChargeConj_iff_linear]
  constructor
  · intro h
    -- pull C back to the Dirac representation
    obtain ⟨c, hc⟩ := (dirac_solutions
        (((U⁻¹ : Mat4ˣ) : Mat4) * (C : Mat4) * ((U⁻¹ : Mat4ˣ) : Mat4)ᵀ)).1 (fun μ => by
      have h1 := congruence_covariance U⁻¹ _ _ (h μ)
      have hg : ((U⁻¹ : Mat4ˣ) : Mat4) * gammaIn U μ * ((U⁻¹⁻¹ : Mat4ˣ) : Mat4)
          = diracGamma μ := by
        simp only [gammaIn, inv_inv, mul_assoc, Units.inv_mul, mul_one,
          Units.inv_mul_cancel_left]
      rwa [hg] at h1)
    have hW : (U : Mat4) * ((U⁻¹ : Mat4ˣ) : Mat4) = 1 := U.mul_inv
    have hT : ((U⁻¹ : Mat4ˣ) : Mat4)ᵀ * (U : Mat4)ᵀ = 1 := by
      rw [← Matrix.transpose_mul, hW, Matrix.transpose_one]
    have hC : (C : Mat4) = c • ((U : Mat4) * diracC * (U : Mat4)ᵀ) := by
      calc (C : Mat4) = ((U : Mat4) * ((U⁻¹ : Mat4ˣ) : Mat4)) * (C : Mat4) *
            (((U⁻¹ : Mat4ˣ) : Mat4)ᵀ * (U : Mat4)ᵀ) := by rw [hW, hT, one_mul, mul_one]
        _ = (U : Mat4) * (((U⁻¹ : Mat4ˣ) : Mat4) * (C : Mat4) *
            ((U⁻¹ : Mat4ˣ) : Mat4)ᵀ) * (U : Mat4)ᵀ := by simp only [mul_assoc]
        _ = _ := by rw [hc, Matrix.mul_smul, Matrix.smul_mul]
    refine ⟨c, fun h0 => C.ne_zero ?_, hC⟩
    rw [hC, h0, zero_smul]
  · rintro ⟨c, -, hC⟩ μ
    have h1 := congruence_covariance U _ _ ((dirac_solutions diracC).2 ⟨1, (one_smul _ _).symm⟩ μ)
    rw [hC, Matrix.smul_mul, Matrix.mul_smul, gammaIn, h1, smul_neg]

/-- For every invertible `U` and every `c ≠ 0`, the matrix `c U (i γ² γ⁰) Uᵀ` is invertible
and is a charge conjugation matrix for `U γ^μ U⁻¹`. -/
theorem exists_chargeConj (U : Mat4ˣ) (c : ℂ) (hc : c ≠ 0) :
    ∃ C : Mat4ˣ, (C : Mat4) = c • ((U : Mat4) * diracC * (U : Mat4)ᵀ) ∧
      IsChargeConj (gammaIn U) C := by
  have hsq : diracC * (-diracC) = 1 := by
    rw [diracC_eq]
    ext i j
    fin_cases i <;> fin_cases j <;> simp [Matrix.mul_apply, Fin.sum_univ_four]
  have h0 : diracC.det ≠ 0 := (Matrix.isUnit_det_of_right_inverse hsq).ne_zero
  have hU : (U : Mat4).det ≠ 0 := ((Matrix.isUnit_iff_isUnit_det _).1 U.isUnit).ne_zero
  have hunit : IsUnit (c • ((U : Mat4) * diracC * (U : Mat4)ᵀ)) := by
    rw [Matrix.isUnit_iff_isUnit_det, isUnit_iff_ne_zero, Matrix.det_smul, Matrix.det_mul,
      Matrix.det_mul, Matrix.det_transpose]
    exact mul_ne_zero (pow_ne_zero _ hc) (mul_ne_zero (mul_ne_zero hU h0) hU)
  obtain ⟨C, hC⟩ := hunit
  exact ⟨C, hC, (isChargeConj_iff U C).2 ⟨c, hc, hC⟩⟩

/-- Every charge conjugation matrix is antisymmetric, in every representation equivalent
to the Dirac representation. -/
theorem chargeConj_antisymm (U C : Mat4ˣ) (h : IsChargeConj (gammaIn U) C) :
    (C : Mat4)ᵀ = -(C : Mat4) := by
  obtain ⟨c, -, hC⟩ := (isChargeConj_iff U C).1 h
  have h0 : diracCᵀ = -diracC := by
    rw [diracC_eq]
    ext i j
    fin_cases i <;> fin_cases j <;> simp
  rw [hC]
  simp only [Matrix.transpose_smul, Matrix.transpose_mul, Matrix.transpose_transpose, h0,
    mul_neg, neg_mul, smul_neg, mul_assoc]

/-- A unitary charge conjugation matrix, in any representation equivalent to the Dirac
representation, times its entrywise complex conjugate equals minus the identity. -/
theorem unitary_chargeConj_mul_conj (U C : Mat4ˣ) (h : IsChargeConj (gammaIn U) C)
    (hu : (C : Mat4) * (C : Mat4)ᴴ = 1) :
    (C : Mat4) * (C : Mat4).map star = -1 := by
  -- antisymmetry turns the entrywise conjugate into minus the adjoint
  have h1 : (C : Mat4).map star = -(C : Mat4)ᴴ := by
    rw [Matrix.conjTranspose, chargeConj_antisymm U C h]
    ext i j
    simp
  rw [h1, mul_neg, hu]

end ChargeConjugationMatrix
```

```lean
#print axioms ChargeConjugationMatrix.exists_chargeConj
-- 'ChargeConjugationMatrix.exists_chargeConj' depends on axioms: [propext, Classical.choice, Quot.sound]
#print axioms ChargeConjugationMatrix.chargeConj_antisymm
-- 'ChargeConjugationMatrix.chargeConj_antisymm' depends on axioms: [propext, Classical.choice, Quot.sound]
#print axioms ChargeConjugationMatrix.unitary_chargeConj_mul_conj
-- 'ChargeConjugationMatrix.unitary_chargeConj_mul_conj' depends on axioms: [propext, Classical.choice, Quot.sound]
```

## All solutions, for a given U

Write C₀ = iγ²γ⁰ for the product in the Dirac representation. The central theorem, `isChargeConj_iff`, says that an invertible C is a charge conjugation matrix for the γ'^μ exactly when

    C = c U C₀ Uᵀ   for some complex c ≠ 0.

`exists_chargeConj` adds that each of these multiples is invertible and does satisfy the condition. `chargeConj_antisymm` states that Cᵀ = −C for every such C. Finally, `unitary_chargeConj_mul_conj` says that if C is also unitary, then C times its entrywise complex conjugate is −1.

In the code, `diracGamma` lists the four matrices explicitly, and `gammaIn U μ` is γ'^μ. Matrix rows and columns are numbered from 0 to 3, like μ. The type `Mat4ˣ` contains the invertible 4×4 complex matrices together with their inverses, so the hypotheses on U and C are carried by their types. `IsChargeConj` is the defining condition, `ᴴ` is the adjoint, and `.map star` is entrywise conjugation.

The explicit matrices fix the signature (+,−,−,−): γ⁰ squares to 1 and the spatial gammas square to −1. U need not be unitary. The theorems concern representations already given as U γ^μ U⁻¹; they do not derive such a U from the anticommutation relations. The dimension is fixed at four.

## Reversing the charge in the Dirac equation

Take U unitary and set ψ̄ = ψ†γ'⁰. In natural units, if ψ solves the Dirac equation with charge q and mass m in a real external potential A_μ,

    (iγ'^μ(∂_μ + iqA_μ) − m) ψ = 0,

then ψ̄ᵀ obeys the transposed adjoint equation

    (i(γ'^μ)ᵀ(∂_μ − iqA_μ) + m) ψ̄ᵀ = 0.

Multiplying by C from the left and using C (γ'^μ)ᵀ = −γ'^μ C gives, for ψᶜ = C ψ̄ᵀ,

    (iγ'^μ(∂_μ − iqA_μ) − m) ψᶜ = 0.

The charge has changed sign and the mass has not. Since ψᶜ contains the complex conjugate of ψ, the energy of a stationary solution in a time-independent potential changes sign too: a negative-energy solution for charge q becomes a positive-energy solution for charge −q. This is the role of C in single-particle relativistic quantum mechanics with an external field; the Lean file treats the matrix algebra behind it, not the wave equation.

## Solving the condition in the Dirac representation

Multiplying the defining condition by C from the right removes the inverse:

    C (γ'^μ)ᵀ = −γ'^μ C.

This is linear in C, and `isChargeConj_iff_linear` proves the equivalence. Now take U = 1 and look for all matrices D, invertible or not, with D (γ^μ)ᵀ = −γ^μ D. In 2×2 blocks,

    D = [ P  Q ]     γ⁰ = [ 1   0 ]     γᵏ = [  0   σₖ ]
        [ R  S ]          [ 0  −1 ]          [ −σₖ  0  ]

where k = 1, 2, 3 and σₖ are the Pauli matrices. For μ = 0 the condition reads

    [ P  −Q ]  =  [ −P  −Q ]
    [ R  −S ]     [  R   S ]

so P = S = 0. For μ = k the upper left block then gives

    Q σₖᵀ + σₖ R = 0.

Write Dᵢⱼ for the entries of D. The case k = 1 gives four equations:

    D₀₃ + D₃₀ = 0,   D₀₂ + D₃₁ = 0,
    D₁₃ + D₂₀ = 0,   D₁₂ + D₂₁ = 0.

Two of the equations for k = 2 are

    i(D₀₂ − D₃₁) = 0,   i(D₂₀ − D₁₃) = 0.

Together with k = 1 they make D₀₂, D₃₁, D₁₃ and D₂₀ vanish. One equation for k = 3 is D₁₂ = D₃₀. With c = D₃₀, the remaining entries are D₀₃ = −c, D₁₂ = c and D₂₁ = −c. Hence

    D = c [ 0   0   0  −1 ]
          [ 0   0   1   0 ]
          [ 0  −1   0   0 ]
          [ 1   0   0   0 ]

and direct multiplication shows that the matrix on the right is iγ²γ⁰ = C₀.

Conversely, C₀ has Q = R = −iσ₂ and zero diagonal blocks. It satisfies the condition for γ⁰ by its block form. For the spatial gammas, both diagonal blocks of the condition reduce to σ₂σₖᵀ = −σₖσ₂. This holds because σ₁ and σ₃ are symmetric and anticommute with σ₂, while σ₂ is antisymmetric.

The lemma `dirac_solutions` follows the same route. Its local statement `e` is the condition written entry by entry. The first eight equations, from `z00` to `z33` in the order of the code, clear the diagonal blocks, and `linear_combination` solves the small linear systems, using i² = −1 where needed. For the converse, `fin_cases` runs through all four gammas and all matrix entries. The explicit form of C₀ is `diracC_eq`.

## Carrying the solution to another representation

Suppose D gᵀ = −gD for some matrix g. Since (U g U⁻¹)ᵀ = (U⁻¹)ᵀ gᵀ Uᵀ and Uᵀ(U⁻¹)ᵀ = 1,

    (U D Uᵀ)(U g U⁻¹)ᵀ = U D gᵀ Uᵀ
                       = −U g D Uᵀ
                       = −(U g U⁻¹)(U D Uᵀ).

So U D Uᵀ satisfies the condition for U g U⁻¹. This is `congruence_covariance`, whose `calc` block is the same chain of equalities.

Now let C be any charge conjugation matrix for the γ'^μ. Applying this rule with U⁻¹ in place of U shows that U⁻¹ C (U⁻¹)ᵀ solves the condition in the Dirac representation. It therefore equals c C₀, and multiplying by U on the left and Uᵀ on the right gives C = c U C₀ Uᵀ. If c were 0, C would be zero and not invertible. The opposite direction applies the rule to C₀ itself. These are the two halves of the proof of `isChargeConj_iff`.

For existence, C₀(−C₀) = 1 implies det C₀ ≠ 0, and

    det(c U C₀ Uᵀ) = c⁴ (det U)² det C₀ ≠ 0.

`exists_chargeConj` uses this determinant to obtain an invertible C and then applies the equivalence.

## Antisymmetry and the unitary case

The explicit matrix shows that C₀ᵀ = −C₀. Therefore

    Cᵀ = c (U C₀ Uᵀ)ᵀ = c U C₀ᵀ Uᵀ = −C.

In `chargeConj_antisymm`, the sign of C₀ is checked entry by entry and the rules for transposing products do the rest.

If C is unitary, the adjoint is the conjugate of the transpose, so C† = conj(Cᵀ) = −conj(C). Hence

    C conj(C) = −C C† = −1.

The last theorem takes unitarity of C as a hypothesis: the defining condition leaves the modulus of c free, and a non-unitary U may leave no unitary choice of C at all. For U = diag(2,1,1,1), the nonzero entries of U C₀ Uᵀ have absolute values 2, 1, 1 and 2, and no common factor makes that matrix unitary.

## Changing representation in a program

A program that converts spinors from the Dirac to a chiral or Majorana representation transforms the gammas by U γ^μ U⁻¹, but C by U C Uᵀ. In NumPy notation the second step is `U @ C @ U.T`, with a plain transpose even when U is complex.

The matrix U = diag(i,1,1,1) shows the difference. The entries (0,3) and (3,0) of U C₀ Uᵀ are −i and i, as antisymmetry requires. In U C₀ U⁻¹ both are −i, so that matrix is not a charge conjugation matrix for the new gammas. Here checking C + Cᵀ = 0 exposes the error, but for other U it can miss it: with U = diag(i,1,1,i), U C₀ U⁻¹ equals C₀, which is antisymmetric but is not a multiple of U C₀ Uᵀ. Checking C (γ'^μ)ᵀ = −γ'^μ C for all four μ, with C invertible, decides whether C is a charge conjugation matrix for the new gammas; it does not detect a wrong nonzero constant factor.

The antisymmetry test applies to C, not to the matrix in ψᶜ = iγ²ψ*, the form that C ψ̄ᵀ takes in the Dirac representation. That matrix is C₀γ⁰ = iγ², which is symmetric.

## What each condition contributes

If the condition is required only for μ = 1, 2, 3 in the Dirac representation, the block matrix

    [ iσ₂    0  ]
    [  0   −iσ₂ ]

also satisfies it. This matrix is invertible but is not a multiple of C₀, so uniqueness fails. If only μ = 0 is required, the symmetric matrix

    [ 0  1 ]
    [ 1  0 ]

with 2×2 identity blocks is allowed, and antisymmetry fails too.

Without unitarity, the last result fails already for C = 2C₀: this is a charge conjugation matrix in the Dirac representation, but C conj(C) = −4.
